# For J₁ > 0 and J₂ = −J₁/2, the ground states of the ANNNI ring are exactly the configurations without isolated spins

The chain is closed into a ring: its sites are the integers modulo $N$, so that every site has a neighbour on each side and there are no ends to treat separately. Each site $i$ carries an Ising spin $s_i=\pm1$, and the energy is

$$E=-J_1\sum_i s_i s_{i+1}-J_2\sum_i s_i s_{i+2},$$

with nearest-neighbour coupling $J_1$ and next-nearest-neighbour coupling $J_2$. Call a spin isolated if it differs from both neighbours, and let $n$ be the number of isolated spins. For $J_1>0$ the results are as follows.

- For every $J_2$, $E\ge N\min(-J_1-J_2,\;J_2)$.
- At $J_2=-J_1/2$, $E=-NJ_1/2+2J_1n$. The ground states are the configurations with $n=0$, and all others lie at least $2J_1$ higher.
- At $J_2=-J_1/2$ with $N=2m$, there are at least $2^m$ ground states.

If up and down stand for two atomic species, this is a lattice model of a binary alloy whose composition is free to change, at the chemical-potential difference for which no field term remains in the energy. In this one-dimensional model with pair interactions only, the degeneracy means that at the special ratio small further terms in the energy can decide which ordering is lowest. The name ANNNI, short for axial next-nearest-neighbour Ising, is also used for three-dimensional magnets and their phase diagrams at finite temperature; the results here concern the energies of a single finite chain.

## A finite ring with at least one site

The condition `NeZero N` says that $N\ge1$. Physically, the system is finite and periodic, as in a simulation cell.

```lean
import Mathlib

open Finset

namespace ANNNIMultiphase

noncomputable section

/-- The value of an Ising spin: `1` for up (`true`) and `-1` for down (`false`). -/
def spin : Bool → ℝ
  | true => 1
  | false => -1

/-- The energy of a configuration on a ring of `N` sites, with nearest-neighbour coupling `J1`
and next-nearest-neighbour coupling `J2`. -/
def energy {N : ℕ} [NeZero N] (J1 J2 : ℝ) (s : ZMod N → Bool) : ℝ :=
  -J1 * ∑ i, spin (s i) * spin (s (i + 1)) - J2 * ∑ i, spin (s i) * spin (s (i + 2))
```

A configuration is a map `s : ZMod N → Bool`, and `spin (s i)` is the number written $s_i$ above. The signs are such that a positive coupling favours parallel spins. The sums run over sites, so on very short rings some bonds coincide. For $N=4$ each second-neighbour pair is counted twice, and for $N=3$ the second-neighbour pairs are the nearest-neighbour pairs again. For $N=2$ the site $i+2$ is $i$ itself. The theorems hold in all these cases with the energy as defined.

By hand, periodicity lets the energy be shared out among sites by one formula that holds at every site. Give the middle spin $b$ of three consecutive spins $a,b,c$ the energy

$$e(a,b,c)=-\tfrac{J_1}{2}(ab+bc)-J_2\,ac.$$

Shifting the summation index by one site gives

$$\sum_i s_{i-1}s_i=\sum_i s_is_{i+1},\qquad \sum_i s_{i-1}s_{i+1}=\sum_i s_is_{i+2}.$$

Therefore

$$\sum_i e(s_{i-1},s_i,s_{i+1})=-\tfrac{J_1}{2}\cdot2\sum_i s_is_{i+1}-J_2\sum_i s_is_{i+2}=E.$$

```lean
/-- The energy assigned to the middle one of three consecutive spins: half of each of its two
nearest-neighbour bonds, and the bond between the outer spins. -/
def siteEnergy (J1 J2 : ℝ) (a b c : Bool) : ℝ :=
  -J1 / 2 * (spin a * spin b + spin b * spin c) - J2 * (spin a * spin c)
```

The next two definitions fix what is counted and what is meant by a ground state. `IsGround` compares a configuration with all others on the same ring, so it does not presuppose a value for the minimum.

```lean
/-- The sites whose spin differs from both neighbours. -/
def isolated {N : ℕ} [NeZero N] (s : ZMod N → Bool) : Finset (ZMod N) :=
  univ.filter (fun i => s (i - 1) ≠ s i ∧ s (i + 1) ≠ s i)

/-- A ground state is a configuration whose energy is lowest among all configurations. -/
def IsGround {N : ℕ} [NeZero N] (J1 J2 : ℝ) (s : ZMod N → Bool) : Prop :=
  ∀ t : ZMod N → Bool, energy J1 J2 s ≤ energy J1 J2 t

/-- The energy of the ring is the sum of its site energies. -/
theorem energy_eq_sum_siteEnergy {N : ℕ} [NeZero N] (J1 J2 : ℝ) (s : ZMod N → Bool) :
    energy J1 J2 s = ∑ i, siteEnergy J1 J2 (s (i - 1)) (s i) (s (i + 1)) := by
  -- translation by one site leaves sums over the ring unchanged
  have h1 : ∑ i, spin (s (i - 1)) * spin (s i) = ∑ i, spin (s i) * spin (s (i + 1)) := by
    refine Fintype.sum_equiv (Equiv.subRight (1 : ZMod N)) _ _ (fun i => ?_)
    show _ = spin (s (i - 1)) * spin (s (i - 1 + 1))
    rw [sub_add_cancel]
  have h2 : ∑ i, spin (s (i - 1)) * spin (s (i + 1))
      = ∑ i, spin (s i) * spin (s (i + 2)) := by
    refine Fintype.sum_equiv (Equiv.subRight (1 : ZMod N)) _ _ (fun i => ?_)
    show _ = spin (s (i - 1)) * spin (s (i - 1 + 2))
    have e : i - 1 + 2 = i + 1 := by ring
    rw [e]
  simp only [energy, siteEnergy, Finset.sum_sub_distrib, ← Finset.mul_sum,
    Finset.sum_add_distrib, h1, h2]
  ring
```

In the proof, `h1` and `h2` are the two index shifts, each obtained from the bijection $i\mapsto i-1$ of the ring. The rest is collecting terms.

Without `NeZero N` the case $N=0$ would be allowed, and `ZMod 0` is the set of all integers. The chain is then infinite, its total energy is no longer a finite sum, and one would have to work with energy per site. A finite chain with free ends would need separate site energies at the ends.

## Ferromagnetic nearest neighbours, $J_1>0$

The condition $J_1>0$, called `hJ` in the code, says that adjacent spins prefer to be parallel. By hand, it enters when the eight local patterns are compared. Reversing all three spins leaves $e$ unchanged, and only three values occur:

| Middle spin | $e(a,b,c)$ |
|---|---|
| agrees with both neighbours | $-J_1-J_2$ |
| agrees with exactly one | $J_2$ |
| agrees with neither | $J_1-J_2$ |

Since $J_1>0$, the third value exceeds the first. Every site energy is therefore at least $\min(-J_1-J_2,J_2)$, and summing over $N$ sites gives the lower bound.

```lean
/-- For ferromagnetic `J1` and any `J2`, the energy per site is at least the smaller of
`-J1 - J2` and `J2`. -/
theorem energy_lower_bound {N : ℕ} [NeZero N] {J1 : ℝ} (hJ : 0 < J1) (J2 : ℝ)
    (s : ZMod N → Bool) : N * min (-J1 - J2) J2 ≤ energy J1 J2 s := by
  -- the bound holds for each of the eight local patterns
  have hsite : ∀ a b c : Bool, min (-J1 - J2) J2 ≤ siteEnergy J1 J2 a b c := by
    intro a b c
    have h1 := min_le_left (-J1 - J2) J2
    have h2 := min_le_right (-J1 - J2) J2
    cases a <;> cases b <;> cases c <;> simp only [siteEnergy, spin] <;> linarith
  have h := Finset.card_nsmul_le_sum univ
    (fun i => siteEnergy J1 J2 (s (i - 1)) (s i) (s (i + 1))) _ (fun i _ => hsite _ _ _)
  rw [Finset.card_univ, ZMod.card, nsmul_eq_mul] at h
  rw [energy_eq_sum_siteEnergy]
  exact h
```

The proof has the same two stages. `hsite` splits into the eight patterns and closes each by linear arithmetic, which uses `hJ` for the isolated middle spin. `Finset.card_nsmul_le_sum` then turns the bound per site into a bound on the sum.

Without $J_1>0$ the bound can fail. For $J_1=-1$, $J_2=0$ and even $N$, the alternating configuration has energy $-N$, whereas the bound would be $N\min(1,0)=0$.

## Balanced competition, $J_2=-J_1/2$

With $J_1>0$, this value of $J_2$ is an antiferromagnetic second-neighbour coupling of half the strength of the first. It is the multiphase point, where the first two values in the table coincide: $-J_1-J_2=J_2=-J_1/2$. A domain wall then costs nothing as long as it creates no isolated spin. The third value becomes $J_1-J_2=3J_1/2$, which is $2J_1$ higher. In short,

$$e=-\frac{J_1}{2}+\begin{cases}2J_1&\text{if the middle spin is isolated,}\\0&\text{otherwise.}\end{cases}$$

```lean
/-- At `J2 = -J1/2` a site has energy `-J1/2`, raised by `2 J1` if its spin differs from both
neighbours. -/
theorem siteEnergy_multiphase (J1 : ℝ) (a b c : Bool) :
    siteEnergy J1 (-J1 / 2) a b c = -J1 / 2 + if a ≠ b ∧ c ≠ b then 2 * J1 else 0 := by
  cases a <;> cases b <;> cases c <;>
    simp only [siteEnergy, spin, ne_eq, reduceCtorEq, eq_self, not_true_eq_false,
      not_false_eq_true, and_self, and_true, and_false, if_true, if_false] <;> ring
```

Summing over the ring gives $E=-NJ_1/2+2J_1n$.

```lean
/-- At `J2 = -J1/2` the energy is `-N J1/2` plus `2 J1` for every spin that differs from both
neighbours. -/
theorem energy_multiphase {N : ℕ} [NeZero N] (J1 : ℝ) (s : ZMod N → Bool) :
    energy J1 (-J1 / 2) s = -(N * J1 / 2) + 2 * J1 * (isolated s).card := by
  rw [energy_eq_sum_siteEnergy]
  simp only [siteEnergy_multiphase]
  rw [Finset.sum_add_distrib, ← Finset.sum_filter, Finset.sum_const, Finset.sum_const,
    Finset.card_univ, ZMod.card, nsmul_eq_mul, nsmul_eq_mul]
  unfold isolated
  ring
```

Neither identity needs a sign for $J_1$. In Lean the coupling appears as the argument `-J1 / 2` in place of `J2`, and $n$ is `(isolated s).card`. The first proof checks the eight patterns. The second sums the constant and counts the sites where the extra term is present.

As an instance, take $N=6$, $J_1=1$, $J_2=-\tfrac12$:

| Configuration | $\sum_i s_is_{i+1}$ | $\sum_i s_is_{i+2}$ | $E$ | $n$ |
|---|---|---|---|---|
| $++--++$ | $2$ | $-2$ | $-2-1=-3$ | $0$ |
| $+++++-$ | $2$ | $2$ | $-2+1=-1$ | $1$ |
| $+-+-+-$ | $-6$ | $6$ | $6+3=9$ | $6$ |

Each energy equals $-3+2n$.

The sign of $J_1$ returns when the formula is used to find the minimum. First, $n=0$ is restated as a condition on neighbours: every spin agrees with the one on its left or the one on its right.

```lean
/-- No site is isolated exactly when every spin agrees with at least one neighbour. -/
theorem isolated_eq_empty_iff {N : ℕ} [NeZero N] (s : ZMod N → Bool) :
    isolated s = ∅ ↔ ∀ i, s (i - 1) = s i ∨ s (i + 1) = s i := by
  unfold isolated
  rw [Finset.filter_eq_empty_iff]
  constructor
  · intro h i
    have hi := h (Finset.mem_univ i)
    tauto
  · intro h i _
    have hi := h i
    tauto
```

Since $2J_1\neq0$, the equation $-NJ_1/2+2J_1n=-NJ_1/2$ holds exactly when $n=0$.

```lean
/-- At `J2 = -J1/2` with `J1 > 0`, the energy equals `-N J1/2` exactly when every spin agrees
with at least one neighbour. -/
theorem energy_eq_iff {N : ℕ} [NeZero N] {J1 : ℝ} (hJ : 0 < J1) (s : ZMod N → Bool) :
    energy J1 (-J1 / 2) s = -(N * J1 / 2) ↔ ∀ i, s (i - 1) = s i ∨ s (i + 1) = s i := by
  rw [← isolated_eq_empty_iff, energy_multiphase, add_eq_left, mul_eq_zero,
    or_iff_right (by positivity), Nat.cast_eq_zero, Finset.card_eq_zero]
```

The proof of `energy_eq_iff` follows this cancellation, and `positivity` supplies $2J_1\ne0$ from `hJ`.

To pass from an energy value to ground states, note that $2J_1n\ge0$, so no configuration lies below $-NJ_1/2$. The all-up configuration has $n=0$ and reaches this value, which is therefore the minimum.

```lean
/-- At `J2 = -J1/2` with `J1 > 0`, the ground states are exactly the configurations in which
every spin agrees with at least one neighbour. -/
theorem isGround_iff {N : ℕ} [NeZero N] {J1 : ℝ} (hJ : 0 < J1) (s : ZMod N → Bool) :
    IsGround J1 (-J1 / 2) s ↔ ∀ i, s (i - 1) = s i ∨ s (i + 1) = s i := by
  have hmin : ∀ t : ZMod N → Bool, -(N * J1 / 2) ≤ energy J1 (-J1 / 2) t := by
    intro t
    rw [energy_multiphase]
    have : 0 ≤ 2 * J1 * ((isolated t).card : ℝ) := by positivity
    linarith
  rw [← energy_eq_iff hJ]
  constructor
  · intro h
    -- compare with the ferromagnetic configuration
    have hf := (energy_eq_iff hJ (fun _ : ZMod N => true)).mpr (fun _ => Or.inl rfl)
    exact le_antisymm ((h _).trans hf.le) (hmin s)
  · intro h t
    rw [h]
    exact hmin t
```

Here `hmin` is the lower bound and `hf` is the energy of the all-up configuration. A ground state can be neither above the second nor below the first, which forces equality. Conversely, a configuration with energy $-NJ_1/2$ is minimal by `hmin`.

If a configuration is not a ground state, then $n\ne0$. Because $n$ is an integer, $n\ge1$, and the energy is at least $-NJ_1/2+2J_1$.

```lean
/-- At `J2 = -J1/2` with `J1 > 0`, a configuration that is not a ground state has energy at
least `-N J1/2 + 2 J1`. -/
theorem excitation_gap {N : ℕ} [NeZero N] {J1 : ℝ} (hJ : 0 < J1) (s : ZMod N → Bool)
    (hs : ¬ IsGround J1 (-J1 / 2) s) :
    -(N * J1 / 2) + 2 * J1 ≤ energy J1 (-J1 / 2) s := by
  rw [isGround_iff hJ, ← isolated_eq_empty_iff, ← Finset.card_eq_zero] at hs
  have h1 : (1 : ℝ) ≤ (isolated s).card := by
    exact_mod_cast Nat.one_le_iff_ne_zero.mpr hs
  rw [energy_multiphase]
  nlinarith
```

The integer step is `h1`; multiplying it by the positive number $2J_1$ gives the gap. The theorem states a lower bound. For $N\ge3$ it is attained by reversing one spin of a uniform configuration, which gives $n=1$; on two sites the excited configurations have $n=2$ and lie higher.

Both conditions matter for this picture. If $J_1=0$, then $J_2=0$ as well and every configuration is a ground state. If $J_1<0$ with the same ratio, isolated spins lower the energy. If $J_1>0$ but the ratio is changed, the first two site energies separate. For $J_2>-J_1/2$ the table singles out the two uniform configurations. For $J_2<-J_1/2$ it favours sites with exactly one agreeing neighbour, that is, the pattern $++--$ repeated, which fits the ring only when $4$ divides $N$. These remarks on either side of the point come from reading the table and are not among the theorems.

## An even number of sites, $N=2m$

An even ring can be divided into $m$ adjacent pairs. Choose any pattern $t_0,\dots,t_{m-1}$ of $m$ spins and write each one twice:

$$s_{2k}=s_{2k+1}=t_k,\qquad 0\le k<m.$$

Every spin agrees with its partner, so none is isolated and the configuration is a ground state. The pattern can be recovered from the even sites, so different patterns give different ground states. There are $2^m$ patterns.

```lean
/-- The configuration on `2m` sites in which each spin of a pattern of length `m` is repeated
on two consecutive sites. -/
def doubled {m : ℕ} [NeZero (2 * m)] (t : Fin m → Bool) (i : ZMod (2 * m)) : Bool :=
  t ⟨i.val / 2, by have := ZMod.val_lt i; omega⟩
```

In `doubled`, site $i$ receives the pattern entry at the integer part of $i/2$.

```lean
/-- At `J2 = -J1/2` with `J1 > 0`, a ring of `2m` sites has at least `2 ^ m` ground states. -/
theorem ground_degeneracy {m : ℕ} [NeZero (2 * m)] {J1 : ℝ} (hJ : 0 < J1) :
    2 ^ m ≤ Nat.card {s : ZMod (2 * m) → Bool // IsGround J1 (-J1 / 2) s} := by
  -- in a doubled pattern every spin agrees with its partner
  have hg : ∀ t : Fin m → Bool, IsGround J1 (-J1 / 2) (doubled t) := by
    intro t
    rw [isGround_iff hJ]
    intro i
    have hi := ZMod.val_lt i
    rcases Nat.mod_two_eq_zero_or_one i.val with h | h
    · right
      have hlt : i.val + 1 < 2 * m := by omega
      have e : i + 1 = ((i.val + 1 : ℕ) : ZMod (2 * m)) := by
        rw [Nat.cast_add, ZMod.natCast_zmod_val, Nat.cast_one]
      have v : (i + 1).val = i.val + 1 := by
        rw [e, ZMod.val_natCast_of_lt hlt]
      unfold doubled
      refine congrArg t (Fin.ext ?_)
      show (i + 1).val / 2 = i.val / 2
      omega
    · left
      have hlt : i.val - 1 < 2 * m := by omega
      have hone : 1 ≤ i.val := by omega
      have e : i - 1 = ((i.val - 1 : ℕ) : ZMod (2 * m)) := by
        rw [Nat.cast_sub hone, ZMod.natCast_zmod_val, Nat.cast_one]
      have v : (i - 1).val = i.val - 1 := by
        rw [e, ZMod.val_natCast_of_lt hlt]
      unfold doubled
      refine congrArg t (Fin.ext ?_)
      show (i - 1).val / 2 = i.val / 2
      omega
  -- the pattern can be read off from the even sites
  have hread : ∀ (t : Fin m → Bool) (k : Fin m),
      doubled t ((2 * k.val : ℕ) : ZMod (2 * m)) = t k := by
    intro t k
    have hlt : 2 * k.val < 2 * m := by have := k.isLt; omega
    unfold doubled
    refine congrArg t (Fin.ext ?_)
    show ((2 * k.val : ℕ) : ZMod (2 * m)).val / 2 = k.val
    rw [ZMod.val_natCast_of_lt hlt]
    omega
  have hinj : Function.Injective (fun t : Fin m → Bool =>
      (⟨doubled t, hg t⟩ : {s : ZMod (2 * m) → Bool // IsGround J1 (-J1 / 2) s})) := by
    intro t u h
    have h' : doubled t = doubled u := congrArg Subtype.val h
    funext k
    rw [← hread t k, ← hread u k, h']
  have hc : Nat.card (Fin m → Bool) = 2 ^ m := by simp [Nat.card_eq_fintype_card]
  rw [← hc]
  exact Nat.card_le_card_of_injective _ hinj

end

end ANNNIMultiphase
```

Within the proof, `hg` shows that a doubled pattern is a ground state. An even site is matched with the site to its right and an odd site with the site to its left; neither step crosses the point where the numbering wraps round. `hread` recovers $t_k$ from site $2k$, `hinj` concludes that doubling is injective, and the final lines compare the numbers of elements. The condition `NeZero (2 * m)` means $m\ge1$, and `hJ` is used through `isGround_iff`.

The smallest case is $m=1$. On two sites, $++$ and $--$ have energy $-J_1$, while $+-$ and $-+$ have $n=2$ and energy $3J_1$. There are exactly $2=2^1$ ground states, so the bound is attained. For $m=2$ it is not: the two uniform configurations and the four rotations of $++--$ make six ground states, against a bound of four.

Taking the logarithm of $2^m$ and dividing by $2m$ sites gives a ground-state entropy of at least $\tfrac12k_B\ln2\approx0.35\,k_B$ per site, where $k_B$ is Boltzmann's constant. The true value for long rings is larger. Ground states are the configurations in which no two successive bonds both carry a domain wall, and counting these gives $k_B\ln\frac{1+\sqrt5}{2}\approx0.48\,k_B$ per site. This count is not among the theorems.

If $N$ is odd, the pairs do not fill the ring and this construction is unavailable. The description of the ground states still applies. For $N=3$, for example, it leaves only the two uniform configurations, because any other has one spin that differs from the remaining two.

```lean
#print axioms ANNNIMultiphase.energy_lower_bound
-- 'ANNNIMultiphase.energy_lower_bound' depends on axioms: [propext, Classical.choice, Quot.sound]
#print axioms ANNNIMultiphase.isGround_iff
-- 'ANNNIMultiphase.isGround_iff' depends on axioms: [propext, Classical.choice, Quot.sound]
#print axioms ANNNIMultiphase.excitation_gap
-- 'ANNNIMultiphase.excitation_gap' depends on axioms: [propext, Classical.choice, Quot.sound]
#print axioms ANNNIMultiphase.ground_degeneracy
-- 'ANNNIMultiphase.ground_degeneracy' depends on axioms: [propext, Classical.choice, Quot.sound]
```
